# A linear map from pair matrices to atomic features is permutation-equivariant exactly when it combines five fixed terms

Pair features of $N$ atoms form a real $N\times N$ matrix $A$, atomic features form a vector in $\mathbb{R}^N$, and a relabelling $\sigma$ of the atoms has the permutation matrix $P_{ij}=\delta_{\sigma(i),j}$, so that $(Pv)_i=v_{\sigma(i)}$. A linear map $L$ from matrices to vectors is called equivariant if $L(PAP^{T})=P\,L(A)$ for every such $P$ and every $A$.

```lean
import Mathlib

open Matrix

namespace PairToAtomLayers

noncomputable section

variable {n : Type*} [Fintype n] [DecidableEq n]

/-- The permutation matrix that relabels atoms: `(P v) i = v (σ i)`. -/
def permMat (σ : Equiv.Perm n) : Matrix n n ℝ :=
  Matrix.of fun i j => if σ i = j then 1 else 0

/-- A linear pair-to-atom layer is equivariant if relabelling the atoms in the pair
features relabels the atomic outputs in the same way. -/
def IsEquivariant (L : Matrix n n ℝ →ₗ[ℝ] (n → ℝ)) : Prop :=
  ∀ (σ : Equiv.Perm n) (A : Matrix n n ℝ),
    L (permMat σ * A * (permMat σ)ᵀ) = permMat σ *ᵥ L A

/-- The layer that combines, for each atom, its diagonal entry, row sum and column sum
with the trace and the total sum of the pair features. -/
def pairLayer (a b c d e : ℝ) : Matrix n n ℝ →ₗ[ℝ] (n → ℝ) where
  toFun A i := a * A i i + b * ∑ j, A i j + c * ∑ j, A j i + d * A.trace
    + e * ∑ j, ∑ k, A j k
  map_add' A B := by
    ext i
    simp only [Matrix.add_apply, Matrix.trace_add, Finset.sum_add_distrib, Pi.add_apply]
    ring
  map_smul' r A := by
    ext i
    simp only [Matrix.smul_apply, Matrix.trace_smul, smul_eq_mul, ← Finset.mul_sum,
      RingHom.id_apply, Pi.smul_apply]
    ring

/-- A permutation matrix relabels the entries of a vector of atomic features. -/
theorem permMat_mulVec (σ : Equiv.Perm n) (v : n → ℝ) (i : n) :
    (permMat σ *ᵥ v) i = v (σ i) := by
  simp [permMat, Matrix.mulVec, dotProduct]

/-- Conjugation by a permutation matrix relabels both atoms of every pair. -/
theorem permMat_conj (σ : Equiv.Perm n) (A : Matrix n n ℝ) (i j : n) :
    (permMat σ * A * (permMat σ)ᵀ) i j = A (σ i) (σ j) := by
  simp [permMat, Matrix.mul_apply]

/-- The five-term layer is equivariant for every choice of its coefficients. -/
theorem pairLayer_equivariant (a b c d e : ℝ) :
    IsEquivariant (pairLayer a b c d e : Matrix n n ℝ →ₗ[ℝ] (n → ℝ)) := by
  intro σ A
  ext i
  rw [permMat_mulVec]
  -- every sum over atoms is unchanged by relabelling the summation index
  have h2 : ∑ j, A (σ i) (σ j) = ∑ j, A (σ i) j := Equiv.sum_comp σ (fun j => A (σ i) j)
  have h3 : ∑ j, A (σ j) (σ i) = ∑ j, A j (σ i) := Equiv.sum_comp σ (fun j => A j (σ i))
  have h4 : ∑ j, A (σ j) (σ j) = ∑ j, A j j := Equiv.sum_comp σ (fun j => A j j)
  have h5 : ∑ j, ∑ k, A (σ j) (σ k) = ∑ j, ∑ k, A j k :=
    (Finset.sum_congr rfl fun j _ => Equiv.sum_comp σ (fun k => A (σ j) k)).trans
      (Equiv.sum_comp σ (fun j => ∑ k, A j k))
  simp only [pairLayer, LinearMap.coe_mk, AddHom.coe_mk, Matrix.trace, Matrix.diag_apply,
    permMat_conj, h2, h3, h4, h5]

omit [Fintype n] in
/-- Two triples of atoms with the same pattern of coincidences are related by a
relabelling. -/
theorem exists_perm_triple {i j k i' j' k' : n} (h1 : j = i ↔ j' = i')
    (h2 : k = i ↔ k' = i') (h3 : j = k ↔ j' = k') :
    ∃ σ : Equiv.Perm n, σ i = i' ∧ σ j = j' ∧ σ k = k' := by
  -- first match two atoms, then correct the third by a transposition
  obtain ⟨τ, hi, hj⟩ : ∃ τ : Equiv.Perm n, τ i = i' ∧ τ j = j' := by
    by_cases h : j = i
    · exact ⟨Equiv.swap i i', Equiv.swap_apply_left _ _,
        by rw [h, h1.mp h, Equiv.swap_apply_left]⟩
    · have hne : i' ≠ Equiv.swap i i' j := fun e =>
        h ((Equiv.swap i i').injective (by rw [← e, Equiv.swap_apply_left]))
      refine ⟨(Equiv.swap i i').trans (Equiv.swap (Equiv.swap i i' j) j'), ?_, ?_⟩
      · rw [Equiv.trans_apply, Equiv.swap_apply_left,
          Equiv.swap_apply_of_ne_of_ne hne (fun e => h (h1.mpr e.symm))]
      · rw [Equiv.trans_apply, Equiv.swap_apply_left]
  by_cases hki : k = i
  · exact ⟨τ, hi, hj, by rw [hki, hi, h2.mp hki]⟩
  by_cases hjk : j = k
  · exact ⟨τ, hi, hj, by rw [← hjk, hj, h3.mp hjk]⟩
  refine ⟨τ.trans (Equiv.swap (τ k) k'), ?_, ?_, ?_⟩
  · rw [Equiv.trans_apply, hi, Equiv.swap_apply_of_ne_of_ne
      (fun e => hki (τ.injective (e.symm.trans hi.symm))) (fun e => hki (h2.mpr e.symm))]
  · rw [Equiv.trans_apply, hj, Equiv.swap_apply_of_ne_of_ne
      (fun e => hjk (τ.injective (hj.trans e))) (fun e => hjk (h3.mpr e))]
  · rw [Equiv.trans_apply, Equiv.swap_apply_left]

/-- Response of atom `i` in the five-term layer to a unit feature on the pair `(j, k)`. -/
theorem pairLayer_single (a b c d e : ℝ) (i j k : n) :
    pairLayer a b c d e (Matrix.single j k 1) i =
      a * ((if j = i then 1 else 0) * (if k = i then 1 else 0))
      + b * (if j = i then 1 else 0) + c * (if k = i then 1 else 0)
      + d * (if j = k then 1 else 0) + e := by
  have h1 : Matrix.single j k (1 : ℝ) i i
      = (if j = i then 1 else 0) * (if k = i then 1 else 0) := by
    by_cases hj : j = i <;> by_cases hk : k = i <;> simp [hj, hk]
  have h2 : ∀ l, ∑ m, Matrix.single j k (1 : ℝ) l m = if j = l then 1 else 0 := by
    intro l
    by_cases h : j = l <;> simp [Matrix.single_apply, h]
  have h3 : ∑ m, Matrix.single j k (1 : ℝ) m i = if k = i then 1 else 0 := by
    by_cases h : k = i <;> simp [Matrix.single_apply, h]
  have h4 : (Matrix.single j k (1 : ℝ)).trace = if j = k then 1 else 0 := by
    change ∑ l, Matrix.single j k (1 : ℝ) l l = _
    by_cases h : j = k
    · simp [Matrix.single_apply, h]
    · rw [if_neg h]
      refine Finset.sum_eq_zero fun l _ => ?_
      rw [Matrix.single_apply, if_neg]
      exact fun hl => h (hl.1.trans hl.2.symm)
  have h5 : ∑ l, ∑ m, Matrix.single j k (1 : ℝ) l m = 1 := by
    simp only [h2]
    simp
  simp only [pairLayer, LinearMap.coe_mk, AddHom.coe_mk, h1, h2 i, h3, h4, h5, mul_one]

/-- A linear pair-to-atom layer is permutation equivariant exactly when each output is one
fixed combination of diagonal entry, row sum, column sum, trace and total sum. -/
theorem equivariant_iff (L : Matrix n n ℝ →ₗ[ℝ] (n → ℝ)) :
    IsEquivariant L ↔ ∃ a b c d e : ℝ, L = pairLayer a b c d e := by
  constructor
  swap
  · rintro ⟨a, b, c, d, e, rfl⟩
    exact pairLayer_equivariant a b c d e
  intro hL
  -- the response to a unit pair feature is unchanged by relabelling
  have hinv : ∀ (σ : Equiv.Perm n) (i j k : n),
      L (Matrix.single j k 1) i = L (Matrix.single (σ j) (σ k) 1) (σ i) := by
    intro σ i j k
    have hs : permMat σ * Matrix.single (σ j) (σ k) 1 * (permMat σ)ᵀ
        = Matrix.single j k 1 := by
      ext x y
      rw [permMat_conj]
      simp [Matrix.single_apply]
    have h := congrFun (hL σ (Matrix.single (σ j) (σ k) 1)) i
    rw [hs, permMat_mulVec] at h
    exact h
  -- hence it depends only on the pattern of coincidences
  have hp : ∀ p q r : Prop, ∃ c : ℝ, ∀ i j k : n, (j = i ↔ p) → (k = i ↔ q) →
      (j = k ↔ r) → L (Matrix.single j k 1) i = c := by
    intro p q r
    by_cases h : ∃ i j k : n, (j = i ↔ p) ∧ (k = i ↔ q) ∧ (j = k ↔ r)
    · obtain ⟨i, j, k, h1, h2, h3⟩ := h
      refine ⟨L (Matrix.single j k 1) i, fun i' j' k' g1 g2 g3 => ?_⟩
      obtain ⟨σ, hi, hj, hk⟩ := exists_perm_triple (g1.trans h1.symm)
        (g2.trans h2.symm) (g3.trans h3.symm)
      rw [hinv σ i' j' k', hi, hj, hk]
    · exact ⟨0, fun i j k g1 g2 g3 => absurd ⟨i, j, k, g1, g2, g3⟩ h⟩
  obtain ⟨c1, h1⟩ := hp True True True
  obtain ⟨c2, h2⟩ := hp True False False
  obtain ⟨c3, h3⟩ := hp False True False
  obtain ⟨c4, h4⟩ := hp False False True
  obtain ⟨c5, h5⟩ := hp False False False
  refine ⟨c1 - c2 - c3 - c4 + 2 * c5, c2 - c5, c3 - c5, c4 - c5, c5, ?_⟩
  have hw : ∀ i j k : n, L (Matrix.single j k 1) i =
      pairLayer (c1 - c2 - c3 - c4 + 2 * c5) (c2 - c5) (c3 - c5) (c4 - c5) c5
        (Matrix.single j k 1) i := by
    intro i j k
    rw [pairLayer_single]
    by_cases hj : j = i
    · subst hj
      by_cases hk : k = j
      · subst hk
        rw [h1 k k k (by simp) (by simp) (by simp)]
        simp only [↓reduceIte]
        ring
      · have hk' : ¬ j = k := fun h => hk h.symm
        rw [h2 j j k (by simp) (by simp [hk]) (by simp [hk'])]
        simp only [↓reduceIte, hk, hk']
        ring
    · by_cases hk : k = i
      · subst hk
        rw [h3 k j k (by simp [hj]) (by simp) (by simp [hj])]
        simp only [↓reduceIte, hj]
        ring
      · by_cases hjk : j = k
        · subst hjk
          rw [h4 i j j (by simp [hj]) (by simp [hj]) (by simp)]
          simp only [↓reduceIte, hj]
          ring
        · rw [h5 i j k (by simp [hj]) (by simp [hk]) (by simp [hjk])]
          simp only [↓reduceIte, hj, hk, hjk]
          ring
  -- a linear layer is fixed by its response to unit pair features
  have hexp : ∀ (M : Matrix n n ℝ →ₗ[ℝ] (n → ℝ)) (A : Matrix n n ℝ) (i : n),
      M A i = ∑ j, ∑ k, A j k * M (Matrix.single j k 1) i := by
    intro M A i
    conv_lhs => rw [Matrix.matrix_eq_sum_single A]
    simp only [map_sum, Finset.sum_apply]
    refine Finset.sum_congr rfl fun j _ => Finset.sum_congr rfl fun k _ => ?_
    have hs : Matrix.single j k (A j k) = A j k • Matrix.single j k (1 : ℝ) := by
      simp [Matrix.smul_single]
    rw [hs, map_smul, Pi.smul_apply, smul_eq_mul]
  refine LinearMap.ext fun A => funext fun i => ?_
  rw [hexp L, hexp (pairLayer _ _ _ _ _)]
  exact Finset.sum_congr rfl fun j _ => Finset.sum_congr rfl fun k _ => by rw [hw]

/-- With at least three atoms, the layer determines its five coefficients. -/
theorem coefficients_unique (hn : 3 ≤ Fintype.card n) {a b c d e a' b' c' d' e' : ℝ}
    (h : (pairLayer a b c d e : Matrix n n ℝ →ₗ[ℝ] (n → ℝ)) = pairLayer a' b' c' d' e') :
    a = a' ∧ b = b' ∧ c = c' ∧ d = d' ∧ e = e' := by
  obtain ⟨i, j, k, hij, hik, hjk⟩ := Fintype.two_lt_card_iff.mp hn
  have key := fun x y z : n => congrFun (LinearMap.congr_fun h (Matrix.single y z 1)) x
  simp only [pairLayer_single] at key
  -- probe one pair feature for each pattern of coincidences
  have e5 := key i j k
  have e2 := key i i k
  have e3 := key i k i
  have e4 := key i j j
  have e1 := key i i i
  simp only [↓reduceIte, hij.symm, hik, hik.symm, hjk] at e1 e2 e3 e4 e5
  refine ⟨?_, ?_, ?_, ?_, ?_⟩ <;> linarith

/-- For two atoms the five terms are linearly dependent: this non-zero choice of
coefficients gives the zero layer. -/
theorem two_atoms_dependent :
    (pairLayer 2 (-1) (-1) (-1) 1 : Matrix (Fin 2) (Fin 2) ℝ →ₗ[ℝ] (Fin 2 → ℝ)) = 0 := by
  refine LinearMap.ext fun A => funext fun i => ?_
  revert i
  rw [Fin.forall_fin_two]
  constructor <;>
    (simp only [pairLayer, LinearMap.coe_mk, AddHom.coe_mk, Matrix.trace_fin_two,
      Fin.sum_univ_two, LinearMap.zero_apply, Pi.zero_apply]
     ring)

/-- On symmetric pair features with zero diagonal, an equivariant linear layer is a fixed
combination of the row sum and the total sum. -/
theorem symmetric_hollow_layer (L : Matrix n n ℝ →ₗ[ℝ] (n → ℝ)) (hL : IsEquivariant L) :
    ∃ b e : ℝ, ∀ A : Matrix n n ℝ, A.IsSymm → (∀ i, A i i = 0) →
      ∀ i, L A i = b * ∑ j, A i j + e * ∑ j, ∑ k, A j k := by
  obtain ⟨a, b, c, d, e, rfl⟩ := (equivariant_iff L).mp hL
  refine ⟨b + c, e, fun A hA h0 i => ?_⟩
  have hcol : ∑ j, A j i = ∑ j, A i j := Finset.sum_congr rfl fun j _ => hA.apply i j
  simp only [pairLayer, LinearMap.coe_mk, AddHom.coe_mk, Matrix.trace, Matrix.diag_apply,
    h0, hcol, Finset.sum_const_zero]
  ring

end

end PairToAtomLayers
```

```lean
#print axioms PairToAtomLayers.equivariant_iff
#print axioms PairToAtomLayers.coefficients_unique
#print axioms PairToAtomLayers.two_atoms_dependent
#print axioms PairToAtomLayers.symmetric_hollow_layer
```

```
'PairToAtomLayers.equivariant_iff' depends on axioms: [propext, Classical.choice, Quot.sound]
'PairToAtomLayers.coefficients_unique' depends on axioms: [propext, Classical.choice, Quot.sound]
'PairToAtomLayers.two_atoms_dependent' depends on axioms: [propext, Classical.choice, Quot.sound]
'PairToAtomLayers.symmetric_hollow_layer' depends on axioms: [propext, Classical.choice, Quot.sound]
```

## Five numbers fix the layer

The theorem `equivariant_iff` says that $L$ is equivariant if and only if there are real constants $a,b,c,d,e$, the same for all atoms and all matrices, with

$$L(A)_i = a\,A_{ii} + b\sum_j A_{ij} + c\sum_j A_{ji} + d\,\mathrm{tr}A + e\sum_{j,k}A_{jk}.$$

The right-hand side is `pairLayer a b c d e`. Its definition includes the proof that it is linear, so the theorem can state an equality of linear maps.

In the file, `n` is the finite set of atoms and $N$ is its number of elements. `Matrix n n ℝ` holds the pair features, and `n → ℝ` holds one number per atom. The matrix need not be symmetric: $A_{ij}$ may describe what atom $j$ does to atom $i$, which is why row and column sums appear separately.

Three further theorems concern the coefficients:

- `coefficients_unique`: for $N\ge 3$ the layer determines all five.
- `two_atoms_dependent`: for $N=2$ the choice $(2,-1,-1,-1,1)$ gives the zero layer, so they are not unique.
- `symmetric_hollow_layer`: on symmetric matrices with zero diagonal, such as distance matrices, an equivariant layer reduces to a combination of the row sum and the total sum.

## What the symmetry stands for

The numbering of atoms in an input file has no physical meaning, so a model's atomic outputs should follow the atoms when they are renumbered. For one linear layer with a single real feature per pair and per atom, at fixed $N$, this requirement reduces the $N^3$ weights of a general linear map to at most five. Such layers can serve as building blocks of machine-learned interatomic potentials.

The permutations range over all atoms, including those of different elements. If only atoms of the same element may be exchanged, more maps are allowed. Bias terms, nonlinearities and several feature channels are absent, and since $N$ is fixed, nothing relates the coefficients for one system size to those for another.

## Relabelling acts on indices

From the definition of $P$,

$$(PAP^{T})_{ij}=\sum_{k,l}\delta_{\sigma(i),k}\,A_{kl}\,\delta_{\sigma(j),l}=A_{\sigma(i)\sigma(j)}.$$

This is `permMat_conj`, and `permMat_mulVec` is the corresponding rule for vectors.

One direction of the theorem follows at once. Inserting $PAP^T$ into the five-term formula turns the diagonal term into $A_{\sigma(i)\sigma(i)}$ and the row sum into $\sum_j A_{\sigma(i)\sigma(j)}=\sum_j A_{\sigma(i)j}$, because $\sigma$ only reorders the summands. The column sum, trace and total sum are treated alike. The result is the original output at atom $\sigma(i)$, as required. In `pairLayer_equivariant` each reordering is an application of `Equiv.sum_comp`.

## The response to one pair

For the converse, let $E^{jk}$ be the matrix with a single entry 1 at position $(j,k)$, written `Matrix.single j k 1` in Lean. Conjugation gives

$$(P E^{\sigma(j)\sigma(k)}P^{T})_{xy}=\delta_{\sigma(j)\sigma(x)}\,\delta_{\sigma(k)\sigma(y)}=\delta_{jx}\,\delta_{ky}=E^{jk}_{xy},$$

so equivariance implies

$$L(E^{jk})_i=L(E^{\sigma(j)\sigma(k)})_{\sigma(i)}.$$

This is the step `hinv`. The response of atom $i$ to the pair $(j,k)$ is therefore unchanged when all three atoms are relabelled together.

Two triples $(i,j,k)$ and $(i',j',k')$ with the same coincidences are always related by a relabelling. First exchange $i$ and $i'$. If $j\ne i$, next exchange the current image of $j$ with $j'$; this leaves $i'$ in place, because $i'$ differs from both exchanged atoms. If $k$ differs from $i$ and $j$, a third exchange places it in the same way. The lemma `exists_perm_triple` builds the permutation from these transpositions.

The response thus depends only on the pattern of coincidences:

| Pattern | Response of $L$ | Response of the five-term layer |
|---|---|---|
| $i=j=k$ | $c_1$ | $a+b+c+d+e$ |
| $j=i\ne k$ | $c_2$ | $b+e$ |
| $k=i\ne j$ | $c_3$ | $c+e$ |
| $j=k\ne i$ | $c_4$ | $d+e$ |
| all distinct | $c_5$ | $e$ |

The last column comes from `pairLayer_single`, which evaluates the layer on $E^{jk}$ as $a\,\delta_{ij}\delta_{ik}+b\,\delta_{ij}+c\,\delta_{ik}+d\,\delta_{jk}+e$. Equating the two columns gives

$$e=c_5,\quad b=c_2-c_5,\quad c=c_3-c_5,\quad d=c_4-c_5,\quad a=c_1-c_2-c_3-c_4+2c_5.$$

These are the values supplied in the proof, and `hw` checks them pattern by pattern. Since $A=\sum_{j,k}A_{jk}E^{jk}$, linearity gives $L(A)_i=\sum_{j,k}A_{jk}L(E^{jk})_i$, which is `hexp`. Two linear maps with equal responses to every $E^{jk}$ are equal, and the theorem follows.

## Few atoms and symmetric features

With three distinct atoms all five patterns occur, so equal layers have equal entries in the last column of the table, and the linear equations give equal coefficients. In `coefficients_unique`, `linarith` solves them.

For two atoms the all-distinct pattern is missing. Writing $m$ for the atom other than $i$, the stated coefficients give

$$2A_{ii}-(A_{ii}+A_{im})-(A_{ii}+A_{mi})-(A_{ii}+A_{mm})+(A_{ii}+A_{im}+A_{mi}+A_{mm})=0.$$

For a symmetric matrix with zero diagonal, the diagonal term and the trace vanish and the column sum equals the row sum. What remains is $(b+c)\sum_jA_{ij}+e\sum_{j,k}A_{jk}$. The theorem assumes that $L$ is defined and equivariant on all matrices, and then restricts its input.

## Patterns as propositions

The proof turns on the statement `hp`, which quantifies over three propositions `p q r`. It says that some constant equals the response for every triple satisfying `j = i ↔ p`, `k = i ↔ q` and `j = k ↔ r`. Of the eight ways to set these to `True` or `False`, five are the rows of the table; for instance, `hp True False False` supplies $c_2$. The other three, with exactly two propositions true, are realised by no triple and are not used.

A case distinction asks whether any triple realises the pattern. If one does, its response is the constant, and `exists_perm_triple` carries it to all the others. If none does, the constant is set to 0 and the claim is vacuous. One argument therefore covers every system size, including a single atom, where only the first row occurs.

## The layer in array code

In NumPy the layer takes a few lines:

```python
def layer(A, a, b, c, d, e):
    return (a*A.diagonal() + b*A.sum(axis=1) + c*A.sum(axis=0)
            + d*A.trace() + e*A.sum())
```

For an index array `p` holding a permutation, `layer(A[np.ix_(p, p)], ...)` and `layer(A, ...)[p]` agree up to rounding. This indexing follows the same convention as `permMat`.

A familiar instance is a pair potential $\phi$ for identical atoms at distances $r_{ij}$. With $A_{ij}=\phi(r_{ij})$ for $i\ne j$ and $A_{ii}=0$, the choice $b=\tfrac12$ with all other coefficients zero assigns to each atom half the energy of its pairs, and the atomic outputs add up to the total pair energy.
